# For two distinct spins-1/2, Sᵢ·Sⱼ is half their exchange minus one quarter (ħ = 1)

The theorem `spinDot_apply` concerns spin-1/2 sites labelled by a type `ι`, which need not be finite, and an arbitrary complex function ψ of the up/down configurations, which need not be normalised. For distinct sites i and j, it says that the amplitude of (Sᵢ·Sⱼ)ψ at a configuration s is half the amplitude of ψ at s with the values at i and j exchanged, minus a quarter of ψ(s). Here each spin component is half a Pauli matrix acting on its site. The attempt first proves the corresponding identity for two spins, `key`, by checking the four pairs of basis values with the explicit Pauli matrices, and then carries it over to sites i and j of the full system.

The first attempt, which Lean rejects:

```lean
import Mathlib

open Module

namespace StarHeisenberg

noncomputable section

/-- Amplitudes of a system of spin-1/2 sites labelled by `ι`, in the up/down product basis. -/
abbrev SpinState (ι : Type) := (ι → Fin 2) → ℂ

/-- The three Pauli matrices. -/
def pauli : Fin 3 → Matrix (Fin 2) (Fin 2) ℂ :=
  ![!![0, 1; 1, 0], !![0, -Complex.I; Complex.I, 0], !![1, 0; 0, -1]]

/-- The spin component along axis `α` at site `i`: half a Pauli matrix acting on that site. -/
def siteSpin {ι : Type} [DecidableEq ι] (α : Fin 3) (i : ι) : End ℂ (SpinState ι) where
  toFun ψ s := ∑ t, pauli α (s i) t / 2 * ψ (Function.update s i t)
  map_add' ψ φ := by
    funext s
    simp only [Pi.add_apply, Fin.sum_univ_two]
    ring
  map_smul' c ψ := by
    funext s
    simp only [Pi.smul_apply, smul_eq_mul, RingHom.id_apply, Fin.sum_univ_two]
    ring

/-- The scalar product of the spins at sites `i` and `j`. -/
def spinDot {ι : Type} [DecidableEq ι] (i j : ι) : End ℂ (SpinState ι) :=
  ∑ α, siteSpin α i * siteSpin α j

/-- Dirac's exchange identity: for distinct spins-1/2, `Si·Sj` is half the exchange of the
two sites minus one quarter. -/
theorem spinDot_apply {ι : Type} [DecidableEq ι] {i j : ι} (hij : i ≠ j)
    (ψ : SpinState ι) (s : ι → Fin 2) :
    spinDot i j ψ s = ψ (s ∘ Equiv.swap i j) / 2 - ψ s / 4 := by
  -- the identity for two spins, from the Pauli matrices
  have key : ∀ (F : Fin 2 → Fin 2 → ℂ) (a b : Fin 2),
      ∑ α, ∑ t, pauli α a t / 2 * ∑ u, pauli α b u / 2 * F t u = F b a / 2 - F a b / 4 := by
    intro F
    simp only [Fin.forall_fin_two]
    refine ⟨⟨?_, ?_⟩, ?_, ?_⟩ <;> simp [pauli, Fin.sum_univ_three, Fin.sum_univ_two]
    · first | ring | linear_combination (F 1 1 / 4) * Complex.I_sq
    · first | ring | linear_combination (-F 1 0 / 4) * Complex.I_sq
    · first | ring | linear_combination (-F 0 1 / 4) * Complex.I_sq
    · first | ring | linear_combination (F 0 0 / 4) * Complex.I_sq
  have h1 : Function.update (Function.update s i (s j)) j (s i) = s ∘ Equiv.swap i j := by
    funext k
    rcases eq_or_ne k j with rfl | hj
    · simp
    · rcases eq_or_ne k i with rfl | hi
      · simp [hj]
      · simp [hj, hi, Equiv.swap_apply_of_ne_of_ne hi hj]
  have h2 : Function.update (Function.update s i (s i)) j (s j) = s := by simp
  have h3 : ∀ t, Function.update s i t j = s j := fun t => Function.update_of_ne hij.symm t s
  have hF := key (fun t u => ψ (Function.update (Function.update s i t) j u)) (s i) (s j)
  simp only [h1, h2] at hF
  simp only [spinDot, LinearMap.sum_apply, Finset.sum_apply, End.mul_apply, siteSpin,
    LinearMap.coe_mk, AddHom.coe_mk, h3]
  exact hF

end

end StarHeisenberg
```

The error:

```
Try this:
  [apply] ring_nf
  
  The `ring` tactic failed to close the goal. Use `ring_nf` to obtain a normal form.
    
  Note that `ring` works primarily in *commutative* rings. If you have a noncommutative ring, abelian group or module, consider using `noncomm_ring`, `abel` or `module` instead.
Main.lean:43:4: error: unsolved goals
case refine_1
ι : Type
inst✝ : DecidableEq ι
i j : ι
hij : i ≠ j
ψ : SpinState ι
s : ι → Fin 2
F : Fin 2 → Fin 2 → ℂ
⊢ F 1 1 * (1 / 4) + F 1 1 * Complex.I ^ 2 * (1 / 4) + F 0 0 * (1 / 4) = F 0 0 * (1 / 4)
Try this:
  [apply] ring_nf
  
  The `ring` tactic failed to close the goal. Use `ring_nf` to obtain a normal form.
    
  Note that `ring` works primarily in *commutative* rings. If you have a noncommutative ring, abelian group or module, consider using `noncomm_ring`, `abel` or `module` instead.
Main.lean:44:4: error: unsolved goals
case refine_2
ι : Type
inst✝ : DecidableEq ι
i j : ι
hij : i ≠ j
ψ : SpinState ι
s : ι → Fin 2
F : Fin 2 → Fin 2 → ℂ
⊢ F 1 0 * (1 / 4) + F 1 0 * Complex.I ^ 2 * (-1 / 4) + F 0 1 * (-1 / 4) = F 1 0 * (1 / 2) + F 0 1 * (-1 / 4)
Try this:
  [apply] ring_nf
  
  The `ring` tactic failed to close the goal. Use `ring_nf` to obtain a normal form.
    
  Note that `ring` works primarily in *commutative* rings. If you have a noncommutative ring, abelian group or module, consider using `noncomm_ring`, `abel` or `module` instead.
Main.lean:45:4: error: unsolved goals
case refine_3
ι : Type
inst✝ : DecidableEq ι
i j : ι
hij : i ≠ j
ψ : SpinState ι
s : ι → Fin 2
F : Fin 2 → Fin 2 → ℂ
⊢ F 0 1 * (1 / 4) + F 0 1 * Complex.I ^ 2 * (-1 / 4) + F 1 0 * (-1 / 4) = F 0 1 * (1 / 2) + F 1 0 * (-1 / 4)
Try this:
  [apply] ring_nf
  
  The `ring` tactic failed to close the goal. Use `ring_nf` to obtain a normal form.
    
  Note that `ring` works primarily in *commutative* rings. If you have a noncommutative ring, abelian group or module, consider using `noncomm_ring`, `abel` or `module` instead.
Main.lean:46:4: error: unsolved goals
case refine_4
ι : Type
inst✝ : DecidableEq ι
i j : ι
hij : i ≠ j
ψ : SpinState ι
s : ι → Fin 2
F : Fin 2 → Fin 2 → ℂ
⊢ F 0 0 * (1 / 4) + F 0 0 * Complex.I ^ 2 * (1 / 4) + F 1 1 * (1 / 4) = F 1 1 * (1 / 4)
```

Lean accepts the file once it reads:

```diff
@@ -41,8 +41,8 @@
     simp only [Fin.forall_fin_two]
     refine ⟨⟨?_, ?_⟩, ?_, ?_⟩ <;> simp [pauli, Fin.sum_univ_three, Fin.sum_univ_two]
-    · first | ring | linear_combination (F 1 1 / 4) * Complex.I_sq
-    · first | ring | linear_combination (-F 1 0 / 4) * Complex.I_sq
-    · first | ring | linear_combination (-F 0 1 / 4) * Complex.I_sq
-    · first | ring | linear_combination (F 0 0 / 4) * Complex.I_sq
+    · linear_combination (F 1 1 / 4) * Complex.I_sq
+    · linear_combination (-F 1 0 / 4) * Complex.I_sq
+    · linear_combination (-F 0 1 / 4) * Complex.I_sq
+    · linear_combination (F 0 0 / 4) * Complex.I_sq
   have h1 : Function.update (Function.update s i (s j)) j (s i) = s ∘ Equiv.swap i j := by
     funext k
```

What went wrong. All four errors have one cause. Each case of `key` needs `Complex.I ^ 2 = -1`, a fact `ring` does not use, so terms in `Complex.I ^ 2` remain in the goals shown. The `linear_combination` alternatives supply this fact, but they were never tried.

`first` moves on to its next alternative only if the current one fails with an error. When `ring` cannot close a goal, it falls back to `ring_nf`, and here that rewrote the goal without closing it. Despite the message "failed to close the goal", this counts as success for `first`, which stopped there. Each bullet then ended with its goal still open, hence "unsolved goals".

The diff removes `first` and `ring` from all four lines, so `linear_combination` runs directly. In each case the difference of the two sides is the given coefficient times `Complex.I ^ 2 + 1`, so the stated multiple of `Complex.I_sq` closes the goal. The coefficients were right from the start and are unchanged.
